# The trace of exp(−βH) for a finite Hermitian matrix is the sum of its Boltzmann factors

The theorem `trace_gibbs` concerns a finite complex matrix H given in diagonalised form, H = U diag(E) U†, with U unitary and the energies E_i real. It states that the trace of exp(−βH), the partition function at inverse temperature β, equals the sum of exp(−βE_i) over all indices i, so that a degenerate level counts once for each of its states. The diagonalisation is a hypothesis, and β may be any real number. The proof carries the exponential through the change of basis, removes U by the cyclic property of the trace, and then compares the two sums term by term.

In Lean, a first try:

```lean
import Mathlib

open Matrix

namespace BasisTruncation

noncomputable section

variable {n k : Type*} [Fintype n] [DecidableEq n] [Fintype k] [DecidableEq k]

/-- The trace of `exp(-βH)` is the sum of the Boltzmann factors of the energies. -/
theorem trace_gibbs {H U : Matrix n n ℂ} {E : n → ℝ} (hU : Uᴴ * U = 1)
    (hH : H = U * diagonal (fun i => (E i : ℂ)) * Uᴴ) (β : ℝ) :
    trace (NormedSpace.exp (-(β : ℂ) • H)) = ((∑ i, Real.exp (-β * E i) : ℝ) : ℂ) := by
  have hU' : U * Uᴴ = 1 := mul_eq_one_comm.mp hU
  have hinv : U⁻¹ = Uᴴ := Matrix.inv_eq_right_inv hU'
  have hunit : IsUnit U := ⟨⟨U, Uᴴ, hU', hU⟩, rfl⟩
  have hd : diagonal (fun i => -(β : ℂ) * (E i : ℂ))
      = (-(β : ℂ)) • diagonal (fun i => (E i : ℂ)) := by
    ext i j
    by_cases h : i = j
    · subst h; simp
    · simp [h]
  have h1 : -(β : ℂ) • H = U * diagonal (fun i => -(β : ℂ) * (E i : ℂ)) * U⁻¹ := by
    rw [hd, hinv, hH, Matrix.mul_smul, Matrix.smul_mul]
  -- the exponential passes through the change of basis, which the trace does not see
  rw [h1, Matrix.exp_conj _ _ hunit, Matrix.trace_mul_comm, ← Matrix.mul_assoc, hinv, hU,
    Matrix.one_mul, Matrix.exp_diagonal, Matrix.trace_diagonal, Complex.ofReal_sum]
  refine Finset.sum_congr rfl fun i _ => ?_
  rw [Pi.exp_apply, ← Complex.exp_eq_exp_ℂ]
  simp only [Complex.ofReal_exp, Complex.ofReal_mul, Complex.ofReal_neg]

end

end BasisTruncation
```

Compiling this gives:

```
Main.lean:30:6: error(lean.unknownIdentifier): Unknown identifier `Pi.exp_apply`
Main.lean:14:85: error: unsolved goals
n : Type u_1
inst✝¹ : Fintype n
inst✝ : DecidableEq n
H U : Matrix n n ℂ
E : n → ℝ
hU : Uᴴ * U = 1
hH : H = (U * diagonal fun i => ↑(E i)) * Uᴴ
β : ℝ
hU' : U * Uᴴ = 1
hinv : U⁻¹ = Uᴴ
hunit : IsUnit U
hd : (diagonal fun i => -↑β * ↑(E i)) = -↑β • diagonal fun i => ↑(E i)
h1 : -↑β • H = (U * diagonal fun i => -↑β * ↑(E i)) * U⁻¹
i : n
x✝ : i ∈ Finset.univ
⊢ NormedSpace.exp (fun i => -↑β * ↑(E i)) i = ↑(Real.exp (-β * E i))
```

What went wrong. The first message says that Lean knows no lemma called `Pi.exp_apply` here. The second follows from it: the rewrite fails, and the goal is left open as it stood before that line.

That goal shows what was missing. `Matrix.exp_diagonal` has left the exponential of the whole family of numbers −βE_i, evaluated at `i`, while the right-hand side has the exponential of a single number. `Complex.exp_eq_exp_ℂ` concerns the exponential of one complex number, so the evaluation must first be moved inside.

The repair proves this step as `hexp`. Evaluation at `i` is a continuous ring homomorphism from families to numbers, and `NormedSpace.map_exp` says that such a map commutes with the exponential. Rewriting with `hexp` in place of the unknown name leaves the exponential of −βE_i, which the reversed `Complex.exp_eq_exp_ℂ` turns into `Complex.exp`. The unchanged `simp only` then matches the real and complex forms. The added comment only describes the step.

Fix (accepted with no message):

```diff
@@ -28,5 +28,9 @@
     Matrix.one_mul, Matrix.exp_diagonal, Matrix.trace_diagonal, Complex.ofReal_sum]
   refine Finset.sum_congr rfl fun i _ => ?_
-  rw [Pi.exp_apply, ← Complex.exp_eq_exp_ℂ]
+  -- the exponential of a family of numbers is taken componentwise
+  have hexp : ∀ v : n → ℂ, NormedSpace.exp v i = NormedSpace.exp (v i) := by
+    intro v
+    exact NormedSpace.map_exp (Pi.evalRingHom (fun _ : n => ℂ) i) (continuous_apply i) v
+  rw [hexp, ← Complex.exp_eq_exp_ℂ]
   simp only [Complex.ofReal_exp, Complex.ofReal_mul, Complex.ofReal_neg]
 
```
